# The Bloch–Siegert correction to the rotating-wave Hamiltonian at second order in the coupling

Put a molecule in its lower level ↓ into an empty cavity. The light–matter coupling can create a photon and excite the molecule at once, which takes |0,↓⟩ to |1,↑⟩. This costs the energy ω + w, where ω is the mode frequency and w the level splitting (ħ = 1). With matrix element g, second-order perturbation theory lowers |0,↓⟩ by g²/(ω + w). The rotating-wave approximation discards this process and with it the shift. For ω + w ≠ 0, a transformation of the Hamiltonian recovers the shift for every photon number, as an operator.

## Removing the counter-rotating coupling

Let a and c lower and raise the photon number, and let s and t lower and raise the molecule; textbooks write a, a†, σ₋, σ₊. The relations are ac − ca = 1, s² = t² = 0 and st + ts = 1, and a, c commute with s, t. Write Z = ts − st for the inversion (σ_z) and [A,B] = AB − BA. The Rabi Hamiltonian is H₀ + Q + V, with

H₀ = ω ca + (w/2) Z, Q = g(at + cs), V = g(as + ct).

Here g is the strength of the molecule's dipole coupling to the mode. The generator is

S = g(as − ct)/(ω + w).

The mode relation gives [ca,a] = (ca − ac)a = −a and [ca,c] = c(ac − ca) = c. Since sts = s(1 − st) = s and tst = t(1 − ts) = t, we have Zs = −s, sZ = s, Zt = t and tZ = −t, so [Z,s] = −2s and [Z,t] = 2t. Therefore

[H₀, as] = −(ω + w) as, [H₀, ct] = (ω + w) ct,

[H₀, S] = −g(as + ct) = −V.

For the second commutator, [x + y, x − y] = −2[x,y] with x = as and y = ct, and

[as, ct] = ac st − ca ts = (1 + ca)st − ca ts = st − ca Z,

[V, S]/2 = g²(ca Z − st)/(ω + w).

This is the Bloch–Siegert correction. In [Q,S] all products containing s² or t² vanish, which leaves

[Q, S] = g²(a² + c²)Z/(ω + w).

Now let D(S) = 1 + S + S²/2. For any H,

D(−S) H D(S) = H + [H,S] + [[H,S],S]/2 + higher orders in S.

With H = H₀ + Q + V, the first order in g is Q + V + [H₀,S] = Q. The second is

[V,S] + [Q,S] + [[H₀,S],S]/2 = [V,S]/2 + [Q,S].

On a state with n photons, the correction gives −g²(n + 1)/(ω + w) for the lower level, where Z = −1 and st = 1, and g²n/(ω + w) for the upper, where Z = 1 and st = 0. At n = 0 the first is the shift found at the start.

## Energies from two-by-two blocks

Near resonance, the two-photon term [Q,S] connects levels about 2ω apart and affects energies only from order g⁴, so a calculation usually drops it; this step is ordinary perturbation theory, with no theorem below. With the terms of third and higher order dropped as well, what remains conserves ca + ts. In the normalised states |n,↑⟩ and |n+1,↓⟩ it has the diagonal entries

ωn + w/2 + g²n/(ω + w), ω(n + 1) − w/2 − g²(n + 2)/(ω + w)

and the off-diagonal entry g√(n + 1). For ω = w = 1, g = 0.1 and n = 0, the diagonal is 0.5 and 0.49, the off-diagonal entry is 0.1, and the energies of this block are about 0.5951 and 0.3949; the dropped third-order terms change the fourth decimal. The state |0,↓⟩ lies at −0.505.

## Operators and Hamiltonian in Lean

```lean
import Mathlib

open Polynomial

namespace BlochSiegert

noncomputable section
```

The structure holds exactly the relations used above. It contains no adjoint and no Hilbert space.

```lean
/-- A bosonic mode (`a` lowers, `c` raises) and a two-level system (`s` lowers, `t` raises) such
that the operators of the mode commute with those of the two-level system. -/
structure ModeWithTwoLevel {A : Type*} [Ring A] (a c s t : A) : Prop where
  ccr : a * c - c * a = 1
  ss : s * s = 0
  tt : t * t = 0
  car : s * t + t * s = 1
  sa : s * a = a * s
  sc : s * c = c * s
  ta : t * a = a * t
  tc : t * c = c * t
```

`A` is any real algebra, and `•` multiplies an operator by a real number.

```lean
variable {A : Type*} [Ring A] [Algebra ℝ A] {a c s t : A}

/-- The uncoupled Hamiltonian with mode frequency `ω` and two-level splitting `w`. -/
def bare (ω w : ℝ) (a c s t : A) : A := ω • (c * a) + (w / 2) • (t * s - s * t)

/-- The rotating (excitation-exchanging) coupling. -/
def rotating (g : ℝ) (a c s t : A) : A := g • (a * t + c * s)

/-- The counter-rotating coupling. -/
def counterRotating (g : ℝ) (a c s t : A) : A := g • (a * s + c * t)

/-- The quantum Rabi Hamiltonian. -/
def rabi (ω w g : ℝ) (a c s t : A) : A :=
  bare ω w a c s t + rotating g a c s t + counterRotating g a c s t
```

The next three definitions are S, [V,S]/2 and [Q,S] in their evaluated forms.

```lean
/-- The generator of the Bloch-Siegert transformation, for `ω + w ≠ 0`. -/
def generator (ω w g : ℝ) (a c s t : A) : A := (g / (ω + w)) • (a * s - c * t)

/-- The Bloch-Siegert correction, for `ω + w ≠ 0`. -/
def correction (ω w g : ℝ) (a c s t : A) : A :=
  (g ^ 2 / (ω + w)) • (c * a * (t * s - s * t) - s * t)

/-- The two-photon term, for `ω + w ≠ 0`. -/
def twoPhoton (ω w g : ℝ) (a c s t : A) : A :=
  (g ^ 2 / (ω + w)) • ((a * a + c * c) * (t * s - s * t))
```

`dressing` is D, the truncated exponential.

```lean
/-- The exponential of `S` truncated after second order. -/
def dressing (S : A) : A := 1 + S + (1 / 2 : ℝ) • (S * S)
```

## The three commutators

The facts `n1` and `n2` are the photon-number commutators, and `zs` and `zt` those of Z. Each `linear_combination` with `noncomm_ring` multiplies the relations by suitable operators from the left and right and checks the expansion without reordering factors; those with `module` add real multiples of identities already proved.

```lean
/-- The counter-rotating products `a s` and `c t` lower and raise the uncoupled energy
by `ω + w`. -/
theorem bare_ladder (h : ModeWithTwoLevel a c s t) (ω w : ℝ) :
    bare ω w a c s t * (a * s) - a * s * bare ω w a c s t = (-(ω + w)) • (a * s) ∧
    bare ω w a c s t * (c * t) - c * t * bare ω w a c s t = (ω + w) • (c * t) := by
  obtain ⟨h1, hs, ht, hc, hsa, hsc, hta, htc⟩ := h
  -- the photon number changes by one
  have n1 : c * a * (a * s) - a * s * (c * a) = -(a * s) := by
    linear_combination (norm := noncomm_ring) -(h1 * (a * s)) - a * c * hsa - a * hsc * a
  have n2 : c * a * (c * t) - c * t * (c * a) = c * t := by
    linear_combination (norm := noncomm_ring) c * h1 * t - c * c * hta - c * htc * a
  -- the inversion changes by two
  have za : (t * s - s * t) * a = a * (t * s - s * t) := by
    linear_combination (norm := noncomm_ring) t * hsa + hta * s - s * hta - hsa * t
  have zc : (t * s - s * t) * c = c * (t * s - s * t) := by
    linear_combination (norm := noncomm_ring) t * hsc + htc * s - s * htc - hsc * t
  have zs : (t * s - s * t) * s - s * (t * s - s * t) = -(s + s) := by
    linear_combination (norm := noncomm_ring)
      t * hs + hs * t + hs * t + hs * t - s * hc - s * hc
  have zt : (t * s - s * t) * t - t * (t * s - s * t) = t + t := by
    linear_combination (norm := noncomm_ring)
      t * hc + t * hc - s * ht - ht * s - ht * s - ht * s
  have z1 : (t * s - s * t) * (a * s) - a * s * (t * s - s * t) = -(a * s + a * s) := by
    linear_combination (norm := noncomm_ring) za * s + a * zs
  have z2 : (t * s - s * t) * (c * t) - c * t * (t * s - s * t) = c * t + c * t := by
    linear_combination (norm := noncomm_ring) zc * t + c * zt
  unfold bare
  simp only [add_mul, mul_add, smul_mul_assoc, mul_smul_comm]
  constructor
  · linear_combination (norm := module) ω • n1 + (w / 2) • z1
  · linear_combination (norm := module) ω • n2 + (w / 2) • z2
```

Combining the two ladder relations gives [H₀,S] = −V. The hypothesis `hne` says that the counter-rotating transition costs a nonzero energy, as it does for positive frequencies.

```lean
/-- For `ω + w ≠ 0` the commutator of the uncoupled Hamiltonian with the generator cancels
the counter-rotating coupling. -/
theorem bare_comm_generator (h : ModeWithTwoLevel a c s t) {ω w : ℝ} (hne : ω + w ≠ 0)
    (g : ℝ) :
    bare ω w a c s t * generator ω w g a c s t - generator ω w g a c s t * bare ω w a c s t
      = -counterRotating g a c s t := by
  obtain ⟨h1, h2⟩ := bare_ladder h ω w
  have hk : g = g / (ω + w) * (ω + w) := (div_mul_cancel₀ g hne).symm
  unfold generator counterRotating
  generalize g / (ω + w) = k at hk ⊢
  rw [hk]
  simp only [mul_smul_comm, smul_mul_assoc, mul_sub, sub_mul]
  linear_combination (norm := module) k • h1 - k • h2
```

In the next proof `hxy` is [as, ct] and `key` is the identity for [x + y, x − y].

```lean
/-- Half the commutator of the counter-rotating coupling with the generator is the
Bloch-Siegert correction. -/
theorem half_comm_eq_correction (h : ModeWithTwoLevel a c s t) (ω w g : ℝ) :
    (1 / 2 : ℝ) • (counterRotating g a c s t * generator ω w g a c s t
      - generator ω w g a c s t * counterRotating g a c s t) = correction ω w g a c s t := by
  have hxy : a * s * (c * t) - c * t * (a * s) = s * t - c * a * (t * s - s * t) := by
    linear_combination (norm := noncomm_ring) a * h.sc * t + h.ccr * (s * t) - c * h.ta * s
  have key : ∀ x y : A, (x + y) * (x - y) - (x - y) * (x + y)
      = -((x * y - y * x) + (x * y - y * x)) := fun x y => by noncomm_ring
  have e := key (a * s) (c * t)
  rw [hxy] at e
  unfold counterRotating generator correction
  simp only [smul_mul_assoc, mul_smul_comm]
  linear_combination (norm := module) (g ^ 2 / (ω + w) / 2) • e

/-- The commutator of the rotating coupling with the generator is the two-photon term. -/
theorem rotating_comm_generator (h : ModeWithTwoLevel a c s t) (ω w g : ℝ) :
    rotating g a c s t * generator ω w g a c s t
      - generator ω w g a c s t * rotating g a c s t = twoPhoton ω w g a c s t := by
  obtain ⟨-, hs, ht, -, hsa, hsc, hta, htc⟩ := h
  have e : (a * t + c * s) * (a * s - c * t) - (a * s - c * t) * (a * t + c * s)
      = (a * a + c * c) * (t * s - s * t) := by
    linear_combination (norm := noncomm_ring) a * hta * s - a * htc * t - a * c * ht
      + c * hsa * s + c * a * hs - c * hsc * t - a * hsa * t - a * hsc * s - a * c * hs
      + c * hta * t + c * a * ht + c * htc * s
  unfold rotating generator twoPhoton
  simp only [smul_mul_assoc, mul_smul_comm]
  linear_combination (norm := module) (g ^ 2 / (ω + w)) • e
```

## The transformed Hamiltonian

D(−S) is not the exact inverse of D(S): their product is (1 + S²/2)² − S² = 1 + S⁴/4.

```lean
/-- The truncated transformations for `-S` and `S` are inverse to each other up to a term
of fourth order in `S`. -/
theorem dressing_neg_mul (S : A) :
    dressing (-S) * dressing S = 1 + (1 / 4 : ℝ) • (S * S * S * S) := by
  unfold dressing
  simp only [add_mul, mul_add, neg_mul, mul_neg, neg_neg, smul_mul_assoc, mul_smul_comm,
    one_mul, mul_one, mul_assoc]
  module
```

The expansion is first proved for abstract operators, with `K` for H₀ and g`T`, g`Q`, g`W` for S, Q, V. The proof substitutes `W` = `T`·`K` − `K`·`T`, writes out the remainders, and lets `module` compare coefficients.

```lean
/-- If `[K, T] = -W`, the transformation generated by `g T` removes the coupling `g W` from
`K + g Q + g W` at first order and leaves `g² ([W, T] / 2 + [Q, T])` at second order. -/
theorem second_order_expansion (K T Q W : A) (h : K * T - T * K = -W) :
    ∃ R₃ R₄ R₅ : A, ∀ g : ℝ,
      dressing (-(g • T)) * (K + g • Q + g • W) * dressing (g • T)
        = K + g • Q + g ^ 2 • ((1 / 2 : ℝ) • (W * T - T * W) + (Q * T - T * Q))
          + (g ^ 3 • R₃ + g ^ 4 • R₄ + g ^ 5 • R₅) := by
  have hW : W = T * K - K * T := by linear_combination (norm := noncomm_ring) h
  clear h
  subst hW
  -- the remainders collect the terms of third, fourth and fifth order
  refine ⟨(1 / 2 : ℝ) • (T * T * (Q + (T * K - K * T)) + (Q + (T * K - K * T)) * T * T
      + T * T * K * T - T * K * T * T) - T * (Q + (T * K - K * T)) * T,
    (1 / 2 : ℝ) • (T * T * (Q + (T * K - K * T)) * T - T * (Q + (T * K - K * T)) * T * T)
      + (1 / 4 : ℝ) • (T * T * K * T * T),
    (1 / 4 : ℝ) • (T * T * (Q + (T * K - K * T)) * T * T), fun g => ?_⟩
  unfold dressing
  simp only [add_mul, mul_add, sub_mul, mul_sub, neg_mul, mul_neg, smul_mul_assoc,
    mul_smul_comm, one_mul, mul_one, mul_assoc]
  module
```

For the Rabi model, the expansion is applied to the operators at g = 1 and then rescaled.

```lean
/-- For `ω + w ≠ 0` the transformed Rabi Hamiltonian is the rotating-wave Hamiltonian plus the
Bloch-Siegert correction and the two-photon term, up to terms of third to fifth order in `g`
with coefficients independent of `g`. -/
theorem rabi_bloch_siegert (h : ModeWithTwoLevel a c s t) {ω w : ℝ} (hne : ω + w ≠ 0) :
    ∃ R₃ R₄ R₅ : A, ∀ g : ℝ,
      dressing (-generator ω w g a c s t) * rabi ω w g a c s t
          * dressing (generator ω w g a c s t)
        = bare ω w a c s t + rotating g a c s t
          + correction ω w g a c s t + twoPhoton ω w g a c s t
          + (g ^ 3 • R₃ + g ^ 4 • R₄ + g ^ 5 • R₅) := by
  obtain ⟨R₃, R₄, R₅, hR⟩ := second_order_expansion _ _ (rotating 1 a c s t) _
    (bare_comm_generator h hne 1)
  refine ⟨R₃, R₄, R₅, fun g => ?_⟩
  have e := hR g
  rw [half_comm_eq_correction h, rotating_comm_generator h] at e
  -- generator and couplings are linear in g
  have hS : generator ω w g a c s t = g • generator ω w 1 a c s t := by
    unfold generator; module
  have hQ : rotating g a c s t = g • rotating 1 a c s t := by unfold rotating; module
  have hV : counterRotating g a c s t = g • counterRotating 1 a c s t := by
    unfold counterRotating; module
  unfold rabi
  rw [hS, hQ, hV, e]
  unfold correction twoPhoton
  module
```

The remainders are chosen before g, so they cannot depend on it, though they may depend on ω and w. The equation holds for every real g, but it puts no bound on the remainders, which may grow with photon number. Passing from this identity to the energy levels of the Rabi Hamiltonian needs such control and is a separate step. The result bears on ultrastrong coupling in cavity and molecular QED, for one mode, one two-level system and no diamagnetic term.

## Level shifts and a concrete mode

The vector `v` lies in any module on which the operators act and need not be normalised. The condition `s • v = 0` marks the lower level, `t • v = 0` the upper. These are shifts by the correction alone, not of exact eigenvalues; the name Bloch–Siegert originally belongs to the resonance shift of a spin in a classical oscillating field.

```lean
/-- On a vector with photon number `n`, the Bloch-Siegert correction acts as
`-g² (n + 1) / (ω + w)` if `s` annihilates the vector and as `g² n / (ω + w)` if `t` does. -/
theorem level_shifts {M : Type*} [AddCommGroup M] [Module ℝ M] [Module A M]
    [IsScalarTower ℝ A M] (h : ModeWithTwoLevel a c s t) (ω w g n : ℝ) (v : M)
    (hn : (c * a) • v = n • v) :
    (s • v = 0 → correction ω w g a c s t • v = (-(g ^ 2 * (n + 1) / (ω + w))) • v) ∧
    (t • v = 0 → correction ω w g a c s t • v = (g ^ 2 * n / (ω + w)) • v) := by
  have hc : (s * t) • v + (t * s) • v = v := by rw [← add_smul, h.car, one_smul]
  constructor
  · intro hv
    have h0 : (t * s) • v = 0 := by rw [mul_smul, hv, smul_zero]
    have h1 : (s * t) • v = v := by rwa [h0, add_zero] at hc
    have hZ : (t * s - s * t) • v = -v := by rw [sub_smul, h0, h1, zero_sub]
    rw [correction, smul_assoc, sub_smul, mul_smul (c * a), hZ, smul_neg, hn, h1]
    module
  · intro hv
    have h0 : (s * t) • v = 0 := by rw [mul_smul, hv, smul_zero]
    have h1 : (t * s) • v = v := by rwa [h0, zero_add] at hc
    have hZ : (t * s - s * t) • v = v := by rw [sub_smul, h0, h1, sub_zero]
    rw [correction, smul_assoc, sub_smul, mul_smul (c * a), hZ, hn, h0]
    module
```

No real or complex matrices of finite size N ≥ 1 satisfy ac − ca = 1, because the trace of a commutator vanishes and that of the identity is N; a truncated photon basis therefore violates it. An infinite-dimensional example is needed to show that the relations are consistent. Two-by-two matrices add the molecule to any given mode, with the upper level first.

```lean
/-- Any mode `x, y` with `[x, y] = 1` is joined to a two-level system by passing to
two-by-two matrices. -/
theorem two_level_extension {B : Type*} [Ring B] {x y : B} (h : x * y - y * x = 1) :
    ModeWithTwoLevel (A := Matrix (Fin 2) (Fin 2) B)
      !![x, 0; 0, x] !![y, 0; 0, y] !![0, 0; 1, 0] !![0, 1; 0, 0] := by
  constructor <;>
  · apply Matrix.ext
    intro i j
    fin_cases i <;> fin_cases j <;> simp [Matrix.mul_apply, Fin.sum_univ_two, h]
```

For the mode, take the derivative as a and multiplication by X as c, acting on real polynomials. The product rule gives ac − ca = 1, and Xⁿ plays the part of the state with n photons.

```lean
/-- The derivative and multiplication by `X` on real polynomials, joined to a two-level system,
satisfy all the relations. -/
theorem modeWithTwoLevel_witness :
    ModeWithTwoLevel (A := Matrix (Fin 2) (Fin 2) (Module.End ℝ ℝ[X]))
      !![derivative, 0; 0, derivative]
      !![LinearMap.mulLeft ℝ X, 0; 0, LinearMap.mulLeft ℝ X]
      !![0, 0; 1, 0] !![0, 1; 0, 0] := by
  apply two_level_extension
  refine LinearMap.ext fun p => ?_
  simp [Module.End.mul_apply, derivative_mul]

end

end BlochSiegert
```

```lean
#print axioms BlochSiegert.dressing_neg_mul
-- 'BlochSiegert.dressing_neg_mul' depends on axioms: [propext, Classical.choice, Quot.sound]
#print axioms BlochSiegert.rabi_bloch_siegert
-- 'BlochSiegert.rabi_bloch_siegert' depends on axioms: [propext, Classical.choice, Quot.sound]
#print axioms BlochSiegert.level_shifts
-- 'BlochSiegert.level_shifts' depends on axioms: [propext, Classical.choice, Quot.sound]
```
